# An orbital of a normalised two-fermion state has occupation one exactly when the state is a Slater determinant containing that orbital

Two fermions in a finite orthonormal basis of spin orbitals are described by a real antisymmetric amplitude matrix `C` whose squared entries sum to one, with one-body density matrix γ = 2CCᵀ. For a nonzero real vector v, not necessarily normalised, the occupation of the corresponding spin orbital is vᵀγv/|v|², and the Pauli bound says that this is at most one. The theorem states that vᵀγv = |v|² exactly when |v|²C is the unnormalised Slater determinant of Cv and v; for v = 0 both sides hold trivially. The proof uses an identity that equates the sum of the squared entries of the difference between these two matrices with |v|²(|v|² − vᵀγv). In the forward direction this sum vanishes, so every entry of the difference must be zero; in the converse the product vanishes, so one of its factors must be zero.

This version doesn't compile in Lean 4 with Mathlib:

```lean
import Mathlib

open Matrix

namespace SaturatedIffDeterminant

noncomputable section

variable {ι : Type*} [Fintype ι]

/-- The matrix `γ = 2 C Cᵀ`. For a normalised two-particle state whose real amplitudes `C` are
symmetric or antisymmetric, it is the one-body density matrix. -/
def density (C : Matrix ι ι ℝ) : Matrix ι ι ℝ := (2 : ℝ) • (C * Cᵀ)

/-- The unnormalised two-particle Slater determinant of the orbitals `a` and `b`. -/
def slater (a b : ι → ℝ) : Matrix ι ι ℝ := Matrix.of fun i j => a i * b j - b i * a j

/-- An antisymmetric amplitude matrix moves across the dot product with a change of sign. -/
theorem dot_antisymm {C : Matrix ι ι ℝ} (hC : Cᵀ = -C) (x y : ι → ℝ) :
    x ⬝ᵥ C *ᵥ y = -((C *ᵥ x) ⬝ᵥ y) := by
  rw [Matrix.dotProduct_mulVec, ← Matrix.mulVec_transpose, hC, Matrix.neg_mulVec,
    neg_dotProduct]

/-- For antisymmetric amplitudes, the quadratic form `vᵀ γ v` of the density matrix is twice the
squared length of `C v`. -/
theorem density_quadratic {C : Matrix ι ι ℝ} (hC : Cᵀ = -C) (v : ι → ℝ) :
    v ⬝ᵥ density C *ᵥ v = 2 * ((C *ᵥ v) ⬝ᵥ (C *ᵥ v)) := by
  rw [density, Matrix.smul_mulVec, dotProduct_smul, ← Matrix.mulVec_mulVec, hC,
    Matrix.neg_mulVec, Matrix.mulVec_neg, dotProduct_neg, dot_antisymm hC, neg_neg, smul_eq_mul]

/-- For antisymmetric `C`, the squared distance between `|v|² C` and the determinant of `C v` and
`v` equals `|v|²` times the difference of `|v|² ∑ C²` and `vᵀ γ v`. -/
theorem distance_to_determinant {C : Matrix ι ι ℝ} (hC : Cᵀ = -C) (v : ι → ℝ) :
    ∑ i, ∑ j, ((v ⬝ᵥ v) * C i j - slater (C *ᵥ v) v i j) ^ 2
      = (v ⬝ᵥ v) * ((v ⬝ᵥ v) * (∑ i, ∑ j, C i j ^ 2) - v ⬝ᵥ density C *ᵥ v) := by
  rw [density_quadratic hC]
  have horth : v ⬝ᵥ C *ᵥ v = 0 := by
    have h := dot_antisymm hC v v
    rw [dotProduct_comm (C *ᵥ v) v] at h
    linarith
  have hcross := dot_antisymm hC v (C *ᵥ v)
  obtain ⟨w, hw⟩ : ∃ w, w = C *ᵥ v := ⟨_, rfl⟩
  have e1 : ∑ i, w i * ∑ j, C i j * v j = w ⬝ᵥ w := by
    rw [hw]; rfl
  rw [← hw] at horth hcross ⊢
  have e2 : ∑ i, v i * ∑ j, C i j * w j = -(w ⬝ᵥ w) := hcross
  have e3 : ∑ i, v i * w i = 0 := horth
  have e4 : ∑ i, w i * w i = w ⬝ᵥ w := rfl
  have e5 : ∑ i, v i * v i = v ⬝ᵥ v := rfl
  -- expand the square into products whose double sums factorise
  have hpt : ∀ i j, ((v ⬝ᵥ v) * C i j - slater w v i j) ^ 2
      = (v ⬝ᵥ v) ^ 2 * C i j ^ 2 - 2 * (v ⬝ᵥ v) * (w i * (C i j * v j))
        + 2 * (v ⬝ᵥ v) * (v i * (C i j * w j)) + (w i * w i) * (v j * v j)
        + (v i * v i) * (w j * w j) - 2 * ((v i * w i) * (v j * w j)) := by
    intro i j
    simp only [slater, Matrix.of_apply]
    ring
  simp only [hpt, Finset.sum_add_distrib, Finset.sum_sub_distrib, ← Finset.mul_sum,
    ← Finset.sum_mul]
  rw [e1, e2, e3, e4, e5]
  ring

/-- For a normalised antisymmetric state, `v` saturates the Pauli bound exactly when
`|v|² C` is the Slater determinant of `C v` and `v`. -/
theorem saturated_iff_determinant {C : Matrix ι ι ℝ} (hC : Cᵀ = -C)
    (hnorm : ∑ i, ∑ j, C i j ^ 2 = 1) (v : ι → ℝ) :
    v ⬝ᵥ density C *ᵥ v = v ⬝ᵥ v ↔ (v ⬝ᵥ v) • C = slater (C *ᵥ v) v := by
  have hd := distance_to_determinant hC v
  rw [hnorm, mul_one] at hd
  constructor
  · intro h
    rw [h, sub_self, mul_zero] at hd
    ext i j
    -- a vanishing sum of squares has vanishing terms
    have hi := (Finset.sum_eq_zero_iff_of_nonneg
      (fun i _ => Finset.sum_nonneg fun j _ => sq_nonneg _)).mp hd i (Finset.mem_univ i)
    have hij := (Finset.sum_eq_zero_iff_of_nonneg
      (fun j _ => sq_nonneg _)).mp hi j (Finset.mem_univ j)
    rw [Matrix.smul_apply, smul_eq_mul]
    exact sub_eq_zero.mp (pow_eq_zero_iff (two_ne_zero)).mp hij
  · intro h
    have hz : ∀ i j, (v ⬝ᵥ v) * C i j - slater (C *ᵥ v) v i j = 0 := by
      intro i j
      rw [← h, Matrix.smul_apply, smul_eq_mul, sub_self]
    simp only [hz, ne_eq, OfNat.ofNat_ne_zero, not_false_eq_true, zero_pow,
      Finset.sum_const_zero] at hd
    rcases mul_eq_zero.mp hd.symm with h0 | h1
    · have hv : v = 0 := dotProduct_self_eq_zero.mp h0
      simp [hv]
    · linarith

end

end SaturatedIffDeterminant
```

Lean reports:

```
Main.lean:80:25: error: Application type mismatch: The argument
  (pow_eq_zero_iff two_ne_zero).mp
has type
  ?m.246 ^ 2 = 0 → ?m.246 = 0
but is expected to have type
  ?m.240 - ?m.241 = 0
in the application
  sub_eq_zero.mp (pow_eq_zero_iff two_ne_zero).mp
```

Diagnosis. The error is one of grouping, in the last step of the forward direction. There `hij` says that the square of an entry's difference is zero. `(pow_eq_zero_iff two_ne_zero).mp` should remove the square, and `sub_eq_zero.mp` should then turn the vanishing difference into an equality.

Lean applies a function to the arguments that follow it one at a time, from the left. As written, `sub_eq_zero.mp` therefore receives `(pow_eq_zero_iff two_ne_zero).mp` by itself as its first argument, before `hij` is used. That argument is an implication, from a square being zero to its base being zero, whereas a proof that a difference is zero is expected. This is the mismatch in the message.

The new outer parentheses apply the implication to `hij` first, and the result is the proof that `sub_eq_zero.mp` needs. Dropping the parentheses around `two_ne_zero` is mere tidying.

This version goes through:

```diff
@@ -78,5 +78,5 @@
       (fun j _ => sq_nonneg _)).mp hi j (Finset.mem_univ j)
     rw [Matrix.smul_apply, smul_eq_mul]
-    exact sub_eq_zero.mp (pow_eq_zero_iff (two_ne_zero)).mp hij
+    exact sub_eq_zero.mp ((pow_eq_zero_iff two_ne_zero).mp hij)
   · intro h
     have hz : ∀ i j, (v ⬝ᵥ v) * C i j - slater (C *ᵥ v) v i j = 0 := by
```
